# The residual length of a normalised trial vector bounds the distance from a trial energy to the nearest level of a finite Hermitian Hamiltonian

The theorem `exists_level_near` concerns a finite Hermitian matrix `M`, read as a Hamiltonian in an orthonormal basis, together with any real energy `E` and any nonzero trial vector `v`. It says that some real root μ of det(M − μ·1) = 0, that is, some level of `M`, satisfies |μ − E| ‖v‖ ≤ ‖(M − E·1)v‖, where ‖·‖ is the Euclidean length. The vector need not be normalised; if it is, the length of the residual (M − E·1)v itself bounds the distance from `E` to that level. The proof takes an eigenvalue nearest `E`, expands `v` and the residual in the eigenbasis, and compares the squares of the two sides term by term.

The first attempt, which Lean rejects:

```lean
import Mathlib

open Matrix
open scoped Matrix.Norms.L2Operator MatrixOrder ComplexOrder

namespace LinearisedDownfolding

noncomputable section

variable {m n : Type*} [Fintype m] [DecidableEq m] [Fintype n] [DecidableEq n]

/-- Euclidean length of a vector of amplitudes. -/
def len (v : n → ℂ) : ℝ := ‖WithLp.toLp 2 v‖

/-- Secular determinant `det (L - μ O)` of a Hamiltonian `L` with overlap matrix `O`. -/
def secular (L O : Matrix n n ℂ) (μ : ℝ) : ℂ := (L - (μ : ℂ) • O).det

/-- The secular determinant vanishes exactly when `L v = μ O v` has a nonzero solution. -/
theorem secular_eq_zero_iff (L O : Matrix n n ℂ) (μ : ℝ) :
    secular L O μ = 0 ↔ ∃ v, v ≠ 0 ∧ L *ᵥ v = (μ : ℂ) • (O *ᵥ v) := by
  rw [secular, ← exists_mulVec_eq_zero_iff]
  simp only [sub_mulVec, smul_mulVec, sub_eq_zero]

/-- A Hermitian matrix has a level whose distance from `E` is at most the length of the
residual `(M - E) v` relative to that of the trial vector `v`. -/
theorem exists_level_near {M : Matrix n n ℂ} (hM : M.IsHermitian) (E : ℝ) {v : n → ℂ}
    (hv : v ≠ 0) : ∃ μ : ℝ, secular M 1 μ = 0 ∧
      |μ - E| * len v ≤ len ((M - (E : ℂ) • 1) *ᵥ v) := by
  have hne : Nonempty n := by
    by_contra h
    rw [not_nonempty_iff] at h
    exact hv (Subsingleton.elim _ _)
  obtain ⟨k, hk⟩ := Finite.exists_min fun i => |hM.eigenvalues i - E|
  let b := hM.eigenvectorBasis
  have hb (i : n) : M *ᵥ (b i).ofLp = (hM.eigenvalues i : ℂ) • (b i).ofLp :=
    (hM.mulVec_eigenvectorBasis i).trans (by ext j; simp [b])
  have hN : (M - (E : ℂ) • 1)ᴴ = M - (E : ℂ) • 1 := by simp [hM.eq]
  -- expand the residual in the eigenbasis
  have hi (i : n) (w : n → ℂ) : b.repr (WithLp.toLp 2 w) i = star (b i).ofLp ⬝ᵥ w := by
    rw [b.repr_apply_apply, EuclideanSpace.inner_eq_star_dotProduct, dotProduct_comm]
  have hc (i : n) : b.repr (WithLp.toLp 2 ((M - (E : ℂ) • 1) *ᵥ v)) i
      = ((hM.eigenvalues i - E : ℝ) : ℂ) * b.repr (WithLp.toLp 2 v) i := by
    rw [hi, hi, dotProduct_mulVec, ← hN, ← star_mulVec, sub_mulVec, hb, smul_mulVec,
      one_mulVec, ← sub_smul, star_smul, smul_dotProduct]
    simp
  have hs (w : n → ℂ) : len w ^ 2 = ∑ i, ‖b.repr (WithLp.toLp 2 w) i‖ ^ 2 := by
    rw [len, ← b.repr.norm_map, EuclideanSpace.norm_sq_eq]
  refine ⟨hM.eigenvalues k, (secular_eq_zero_iff _ _ _).2 ⟨(b k).ofLp, fun h =>
    b.orthonormal.ne_zero k (by ext j; exact congrFun h j), by rw [hb, one_mulVec]⟩, ?_⟩
  refine (sq_le_sq₀ (mul_nonneg (abs_nonneg _) (norm_nonneg _)) (norm_nonneg _)).1 ?_
  change _ ≤ len _ ^ 2
  rw [mul_pow, hs, hs, Finset.mul_sum]
  refine Finset.sum_le_sum fun i _ => ?_
  rw [hc, norm_mul, mul_pow, Complex.norm_real, Real.norm_eq_abs]
  exact mul_le_mul_of_nonneg_right (pow_le_pow_left₀ (abs_nonneg _) (hk i) 2) (sq_nonneg _)

end

end LinearisedDownfolding
```

The error:

```
Main.lean:52:19: error: Tactic `rewrite` failed: Did not find an occurrence of the pattern
  len ?w ^ 2
in the target expression
  |hM.eigenvalues k - E| ^ 2 * ‖WithLp.toLp 2 v‖ ^ 2 ≤ ∑ i, ‖(b.repr (WithLp.toLp 2 ((M - ↑E • 1) *ᵥ v))).ofLp i‖ ^ 2

n : Type u_2
inst✝¹ : Fintype n
inst✝ : DecidableEq n
M : Matrix n n ℂ
hM : M.IsHermitian
E : ℝ
v : n → ℂ
hv : v ≠ 0
hne : Nonempty n
k : n
hk : ∀ (x : n), |hM.eigenvalues k - E| ≤ |hM.eigenvalues x - E|
b : OrthonormalBasis n ℂ (EuclideanSpace ℂ n) := hM.eigenvectorBasis
hb : ∀ (i : n), M *ᵥ (b i).ofLp = ↑(hM.eigenvalues i) • (b i).ofLp
hN : (M - ↑E • 1)ᴴ = M - ↑E • 1
hi : ∀ (i : n) (w : n → ℂ), (b.repr (WithLp.toLp 2 w)).ofLp i = star (b i).ofLp ⬝ᵥ w
hc :
  ∀ (i : n),
    (b.repr (WithLp.toLp 2 ((M - ↑E • 1) *ᵥ v))).ofLp i = ↑(hM.eigenvalues i - E) * (b.repr (WithLp.toLp 2 v)).ofLp i
hs : ∀ (w : n → ℂ), len w ^ 2 = ∑ i, ‖(b.repr (WithLp.toLp 2 w)).ofLp i‖ ^ 2
⊢ |hM.eigenvalues k - E| ^ 2 * ‖WithLp.toLp 2 v‖ ^ 2 ≤ ∑ i, ‖(b.repr (WithLp.toLp 2 ((M - ↑E • 1) *ᵥ v))).ofLp i‖ ^ 2
```

Cause. The error falls on the second `hs` in `rw [mul_pow, hs, hs, Finset.mul_sum]`. The fact `hs` rewrites a squared length written as `len w ^ 2`, but the target still has `‖WithLp.toLp 2 v‖ ^ 2` on the left. The two are equal by the definition of `len`, yet `rw` looks for the pattern `len ?w ^ 2` and does not unfold `len` to find it.

The norm form comes from the preceding `refine`, where `norm_nonneg` supplies the nonnegativity proofs and so presents the lengths as norms. The old `change _ ≤ len _ ^ 2` restored `len` only on the right; its `_` left the other side as it was. The first `hs` therefore turned the right side into a sum, and the second had nothing to match.

The new `change` writes out both sides with `len`, which Lean accepts because they are definitionally equal to the old ones. After `mul_pow` splits the square of the product, there is one squared `len` for each `hs`.

Lean accepts the file once it reads:

```diff
@@ -49,5 +49,5 @@
     b.orthonormal.ne_zero k (by ext j; exact congrFun h j), by rw [hb, one_mulVec]⟩, ?_⟩
   refine (sq_le_sq₀ (mul_nonneg (abs_nonneg _) (norm_nonneg _)) (norm_nonneg _)).1 ?_
-  change _ ≤ len _ ^ 2
+  change (|hM.eigenvalues k - E| * len v) ^ 2 ≤ len ((M - (E : ℂ) • 1) *ᵥ v) ^ 2
   rw [mul_pow, hs, hs, Finset.mul_sum]
   refine Finset.sum_le_sum fun i _ => ?_
```
